# The density matrix of non-orthogonal orbitals is fixed by the space they span

Move the nuclei of a molecule a little and keep the orbital coefficients from the previous geometry. The atom-centred basis functions move with the atoms, their overlaps generally change, and orbitals that were orthonormal need not remain so. Which density matrix do these orbitals describe, and does it depend on how they are mixed among themselves?

Let $\chi_\mu$ be $n$ basis functions with overlap matrix $S_{\mu\nu}=\langle\chi_\mu|\chi_\nu\rangle$, and let $\psi_i=\sum_\mu C_{\mu i}\chi_\mu$ be $k$ occupied orbitals. Their Gram matrix is $M=C^\dagger SC$, with $M_{ij}=\langle\psi_i|\psi_j\rangle$. If $M$ is invertible, define

$$P=CM^{-1}C^\dagger .$$

Then $P$ is Hermitian, $PSP=P$, $PSC=C$, $\operatorname{tr}(PS)=k$, and $P$ is unchanged when $C$ is replaced by $CT$ with $T$ invertible. In mean-field electronic structure this is the density matrix of a single Slater determinant in a finite basis, with one electron per orbital.

## Projection, electron count and mixing

Since $S^\dagger=S$, we have $M^\dagger=C^\dagger S^\dagger C=M$. Hence $(M^{-1})^\dagger=M^{-1}$ and $P^\dagger=CM^{-1}C^\dagger=P$. The next three identities all rest on $M^{-1}M=1$:

$$PSC=CM^{-1}(C^\dagger SC)=C,$$

$$PSP=(PSC)M^{-1}C^\dagger=CM^{-1}C^\dagger=P,$$

$$\operatorname{tr}(PS)=\operatorname{tr}(CM^{-1}C^\dagger S)=\operatorname{tr}(M^{-1}C^\dagger SC)=\operatorname{tr}1_k=k.$$

Under mixing, the Gram matrix becomes $(CT)^\dagger S(CT)=T^\dagger MT$, so the new density matrix is

$$CT\,T^{-1}M^{-1}(T^\dagger)^{-1}\,T^\dagger C^\dagger=P.$$

Conversely, let $C'$ have an invertible Gram matrix $M'$ and the same density matrix $P$. Then $C'=PSC'=CT$ with $T=M^{-1}C^\dagger SC'$. From $M'=T^\dagger MT$ and $\det M'\neq0$ it follows that $\det T\neq0$.

The properties also determine $P$. Suppose $Q$ is Hermitian, $Q=CY$ for some $Y$, and $QSC=C$. Then $PSQ=(PSC)Y=Q$ and $QSP=(QSC)M^{-1}C^\dagger=P$. Taking the adjoint of the first equation gives $Q=QSP=P$.

For two normalised functions with real overlap $s\neq-1$, let $C$ be the single column with both entries $1$. Then $M=2(1+s)$, and every entry of $P$ is $1/(2(1+s))$. For $s>-1$ the normalised orbital is $(\chi_1+\chi_2)/\sqrt{2(1+s)}$. At $s=-1$ the two functions cancel and there is no orbital to occupy.

In a program, $M^{-1}$ need not be formed explicitly. For positive definite $M$, a Cholesky factorisation $M=LL^\dagger$ gives orthonormal orbitals $\tilde C=C(L^\dagger)^{-1}$ and $P=\tilde C\tilde C^\dagger$. This is the mixing above with $T=(L^\dagger)^{-1}$. Closed-shell codes often store the spin-summed matrix $2P$, whose trace with $S$ is $2k$.

## The matrices in Lean

Basis functions and orbitals are labelled by finite index types `n` and `k`, so the number of orbitals is `Fintype.card k`.

```lean
import Mathlib

open Matrix

namespace NonorthogonalDensity

noncomputable section

variable {n k : Type*} [Fintype n]
```

The Gram matrix is defined for any complex `S`; Hermiticity enters later, as a hypothesis where it is needed. Positivity of `S` is never assumed. For a positive definite overlap, an invertible Gram matrix means linearly independent orbitals.

```lean
/-- The Gram matrix `Cᴴ S C` of the orbitals in the columns of `C`, in a basis with
overlap matrix `S`. -/
def gram (S : Matrix n n ℂ) (C : Matrix n k ℂ) : Matrix k k ℂ :=
  Cᴴ * S * C
```

The transformation $M\to T^\dagger MT$ follows from reversing the adjoint of a product and regrouping.

```lean
variable [Fintype k]

/-- When the orbitals are mixed by a matrix `T`, their Gram matrix `M` becomes `Tᴴ M T`. -/
theorem gram_mul (S : Matrix n n ℂ) (C : Matrix n k ℂ) (T : Matrix k k ℂ) :
    gram S (C * T) = Tᴴ * gram S C * T := by
  simp only [gram, Matrix.conjTranspose_mul, Matrix.mul_assoc]
```

The density matrix is the formula for $P$. The condition that $M$ is invertible appears in the theorems as `IsUnit (gram S C).det`, which over the complex numbers says that the determinant is nonzero.

```lean
variable [DecidableEq k]

/-- The one-particle density matrix `C (Cᴴ S C)⁻¹ Cᴴ` of the orbitals in the columns of `C`,
meant for orbitals whose Gram matrix is invertible. -/
def density (S : Matrix n n ℂ) (C : Matrix n k ℂ) : Matrix n n ℂ :=
  C * (gram S C)⁻¹ * Cᴴ
```

## From the Gram matrix to the projector

In the Hermiticity proof, `hM` is $M^\dagger=M$, and `Matrix.conjTranspose_nonsing_inv` carries it over to the inverse.

```lean
/-- For a Hermitian overlap matrix the density matrix is Hermitian. -/
theorem density_isHermitian {S : Matrix n n ℂ} (hS : S.IsHermitian) (C : Matrix n k ℂ) :
    (density S C).IsHermitian := by
  have hM : (gram S C)ᴴ = gram S C := by
    simp only [gram, Matrix.conjTranspose_mul, Matrix.conjTranspose_conjTranspose,
      hS.eq, Matrix.mul_assoc]
  show (density S C)ᴴ = density S C
  unfold density
  rw [Matrix.conjTranspose_mul, Matrix.conjTranspose_mul, Matrix.conjTranspose_conjTranspose,
    Matrix.conjTranspose_nonsing_inv, hM, Matrix.mul_assoc]
```

The identity $PSC=C$ is a regrouping that exposes $M^{-1}M$.

```lean
/-- If the Gram matrix of the occupied orbitals is invertible, the operator `P S` leaves each of
these orbitals unchanged. -/
theorem density_mul_orbitals {S : Matrix n n ℂ} {C : Matrix n k ℂ}
    (h : IsUnit (gram S C).det) : density S C * S * C = C := by
  calc density S C * S * C = C * ((gram S C)⁻¹ * gram S C) := by
        simp only [density, gram, Matrix.mul_assoc]
    _ = C := by rw [Matrix.nonsing_inv_mul _ h, Matrix.mul_one]
```

For the invariance, `Matrix.mul_inv_rev` expands $(T^\dagger MT)^{-1}$, and the calculation then cancels $TT^{-1}$ and $(T^\dagger)^{-1}T^\dagger$. The auxiliary `hT'` supplies the invertibility of $T^\dagger$.

```lean
/-- The density matrix is unchanged when the orbitals are mixed by an invertible matrix. -/
theorem density_mul_right (S : Matrix n n ℂ) (C : Matrix n k ℂ) {T : Matrix k k ℂ}
    (hT : IsUnit T.det) : density S (C * T) = density S C := by
  have hT' : IsUnit (Tᴴ).det := by
    rw [Matrix.det_conjTranspose]
    exact hT.star
  unfold density
  rw [gram_mul, Matrix.mul_inv_rev, Matrix.mul_inv_rev, Matrix.conjTranspose_mul]
  -- bring each mixing matrix next to its inverse
  calc C * T * (T⁻¹ * ((gram S C)⁻¹ * (Tᴴ)⁻¹)) * (Tᴴ * Cᴴ)
      = C * (T * T⁻¹) * (gram S C)⁻¹ * ((Tᴴ)⁻¹ * Tᴴ) * Cᴴ := by
        simp only [Matrix.mul_assoc]
    _ = C * (gram S C)⁻¹ * Cᴴ := by
        rw [Matrix.mul_nonsing_inv _ hT, Matrix.nonsing_inv_mul _ hT']
        simp only [Matrix.mul_one]
```

The main theorem collects the five properties. Its two remaining calculations are those for $PSP$ and for the trace, where `Matrix.trace_mul_comm` is the cyclic step.

```lean
/-- In a basis with Hermitian overlap `S`, the density matrix `P` of `k` orbitals with invertible
Gram matrix is Hermitian, satisfies `P S P = P` and `P S C = C`, has `tr (P S) = k`, and does not
change when the orbitals are mixed by an invertible matrix. -/
theorem density_projector {S : Matrix n n ℂ} {C : Matrix n k ℂ} (hS : S.IsHermitian)
    (h : IsUnit (gram S C).det) :
    (density S C).IsHermitian ∧
    density S C * S * density S C = density S C ∧
    density S C * S * C = C ∧
    (density S C * S).trace = (Fintype.card k : ℂ) ∧
    ∀ T : Matrix k k ℂ, IsUnit T.det → density S (C * T) = density S C := by
  refine ⟨density_isHermitian hS C, ?_, density_mul_orbitals h, ?_,
    fun T hT => density_mul_right S C hT⟩
  · -- the right-hand factor `P` starts with `C`, which `P S` preserves
    calc density S C * S * density S C
        = (density S C * S * C) * ((gram S C)⁻¹ * Cᴴ) := by
          simp only [density, Matrix.mul_assoc]
      _ = C * ((gram S C)⁻¹ * Cᴴ) := by rw [density_mul_orbitals h]
      _ = density S C := by simp only [density, Matrix.mul_assoc]
  · -- cyclicity turns the trace into that of the `k` by `k` identity
    calc (density S C * S).trace = (C * ((gram S C)⁻¹ * Cᴴ * S)).trace := by
          simp only [density, Matrix.mul_assoc]
      _ = ((gram S C)⁻¹ * Cᴴ * S * C).trace := Matrix.trace_mul_comm _ _
      _ = ((gram S C)⁻¹ * gram S C).trace := by
          simp only [gram, Matrix.mul_assoc]
      _ = (Fintype.card k : ℂ) := by
          rw [Matrix.nonsing_inv_mul _ h, Matrix.trace_one]
```

The theorem takes the coefficients as given: it does not say that they minimise an energy. A narrower formulation would require $C^\dagger SC=1$ from the start. The inverse would disappear and $P$ would be $CC^\dagger$, but only unitary mixings would be allowed, and the displaced orbitals of the opening would have to be orthonormalised first.

## Equal density matrices and uniqueness

The equivalence compares two sets of equally many orbitals and assumes an invertible Gram matrix only for `C'`. Lean sets the inverse of a singular matrix to zero, so a degenerate `C` would have zero density matrix and could not match that of `C'`. The forward direction builds $T$ as above and reads its invertibility off the factorised determinant; the reverse direction is the invariance under mixing.

```lean
/-- If the orbitals `C'` have an invertible Gram matrix, then a set `C` of equally many orbitals
has the same density matrix exactly when an invertible mixing matrix takes `C` to `C'`. -/
theorem density_eq_iff {S : Matrix n n ℂ} {C C' : Matrix n k ℂ}
    (h' : IsUnit (gram S C').det) :
    density S C = density S C' ↔ ∃ T : Matrix k k ℂ, IsUnit T.det ∧ C' = C * T := by
  constructor
  · intro hP
    have hex : ∃ T : Matrix k k ℂ, C' = C * T := by
      refine ⟨(gram S C)⁻¹ * (Cᴴ * S * C'), ?_⟩
      calc C' = density S C' * S * C' := (density_mul_orbitals h').symm
        _ = density S C * S * C' := by rw [hP]
        _ = C * ((gram S C)⁻¹ * (Cᴴ * S * C')) := by
            simp only [density, Matrix.mul_assoc]
    obtain ⟨T, hT⟩ := hex
    -- the Gram determinant of the second set contains `det T` as a factor
    rw [hT, gram_mul, Matrix.det_mul] at h'
    exact ⟨T, isUnit_of_mul_isUnit_right h', hT⟩
  · rintro ⟨T, hT, rfl⟩
    exact (density_mul_right S C hT).symm
```

In the uniqueness theorem, `hspan` says that the columns of `Q` lie in the occupied space, and `hfix` is $QSC=C$. The steps `h1` and `h2` are $PSQ=Q$ and $QSP=P$, and the final calculation joins them by taking an adjoint.

```lean
/-- Let the overlap matrix `S` be Hermitian and the Gram matrix of the occupied orbitals invertible.
Then any Hermitian matrix `Q` whose columns are combinations of these orbitals, and for which `Q S`
leaves them unchanged, equals the density matrix. -/
theorem density_unique {S Q : Matrix n n ℂ} {C : Matrix n k ℂ} (hS : S.IsHermitian)
    (h : IsUnit (gram S C).det) (hQ : Q.IsHermitian)
    (hspan : ∃ Y : Matrix k n ℂ, Q = C * Y) (hfix : Q * S * C = C) :
    Q = density S C := by
  have h1 : density S C * S * Q = Q := by
    obtain ⟨Y, hY⟩ := hspan
    rw [hY, ← Matrix.mul_assoc, density_mul_orbitals h]
  have h2 : Q * S * density S C = density S C := by
    calc Q * S * density S C = (Q * S * C) * ((gram S C)⁻¹ * Cᴴ) := by
          simp only [density, Matrix.mul_assoc]
      _ = C * ((gram S C)⁻¹ * Cᴴ) := by rw [hfix]
      _ = density S C := by simp only [density, Matrix.mul_assoc]
  -- the two products are adjoints of each other
  calc Q = Qᴴ := hQ.eq.symm
    _ = (density S C * S * Q)ᴴ := by rw [h1]
    _ = Q * S * density S C := by
        rw [Matrix.conjTranspose_mul, Matrix.conjTranspose_mul, hQ.eq, hS.eq,
          (density_isHermitian hS C).eq, Matrix.mul_assoc]
    _ = density S C := h2
```

## Two overlapping basis functions

The example uses a real overlap `s`, embedded in the complex numbers.

```lean
/-- The overlap matrix of two normalised basis functions with real mutual overlap `s`. -/
def pairOverlap (s : ℝ) : Matrix (Fin 2) (Fin 2) ℂ :=
  !![1, (s : ℂ); (s : ℂ), 1]
```

The single column of coefficients is left unnormalised, so the Gram matrix has work to do.

```lean
/-- The sum of the two basis functions, as a single unnormalised orbital. -/
def symmetricOrbital : Matrix (Fin 2) (Fin 1) ℂ :=
  !![1; 1]
```

The proof computes the one-by-one Gram matrix in `hM`, shows in `hne` that its entry is nonzero, and identifies its inverse through `key`. The entries of $P$ are then checked one at a time. The hypothesis $s\neq-1$ also admits values with $|s|>1$, which no pair of normalised functions can have.

```lean
/-- For two normalised basis functions with real overlap `s ≠ -1`, the overlap matrix is Hermitian,
the symmetric orbital has an invertible Gram matrix, and all entries of its density matrix are `1 /
(2 (1 + s))`. -/
theorem density_pair_witness (s : ℝ) (hs : s ≠ -1) :
    (pairOverlap s).IsHermitian ∧
    IsUnit (gram (pairOverlap s) symmetricOrbital).det ∧
    density (pairOverlap s) symmetricOrbital =
      !![(2 * (1 + (s : ℂ)))⁻¹, (2 * (1 + (s : ℂ)))⁻¹;
         (2 * (1 + (s : ℂ)))⁻¹, (2 * (1 + (s : ℂ)))⁻¹] := by
  have hne : 2 * (1 + (s : ℂ)) ≠ 0 := by
    refine mul_ne_zero two_ne_zero ?_
    intro h0
    have h1 : 1 + s = 0 := by exact_mod_cast h0
    exact hs (by linarith)
  have hM : gram (pairOverlap s) symmetricOrbital = !![2 * (1 + (s : ℂ))] := by
    ext i j
    fin_cases i
    fin_cases j
    simp [gram, pairOverlap, symmetricOrbital, Matrix.mul_apply, Fin.sum_univ_succ]
    ring
  have key : ∀ a : ℂ, a ≠ 0 →
      (!![a] : Matrix (Fin 1) (Fin 1) ℂ) * !![a⁻¹] = 1 := by
    intro a ha
    ext i j
    fin_cases i
    fin_cases j
    simp [Matrix.mul_apply, ha]
  refine ⟨?_, ?_, ?_⟩
  · show (pairOverlap s)ᴴ = pairOverlap s
    ext i j
    fin_cases i <;> fin_cases j <;> simp [pairOverlap, Matrix.conjTranspose_apply]
  · rw [hM, Matrix.det_fin_one]
    exact isUnit_iff_ne_zero.mpr hne
  · rw [density, hM, Matrix.inv_eq_right_inv (key _ hne)]
    ext i j
    fin_cases i <;> fin_cases j <;> simp [symmetricOrbital, Matrix.mul_apply]

end

end NonorthogonalDensity
```

```lean
#print axioms NonorthogonalDensity.density_mul_orbitals
#print axioms NonorthogonalDensity.density_projector
#print axioms NonorthogonalDensity.density_eq_iff
#print axioms NonorthogonalDensity.density_unique
```

```
'NonorthogonalDensity.density_mul_orbitals' depends on axioms: [propext, Classical.choice, Quot.sound]
'NonorthogonalDensity.density_projector' depends on axioms: [propext, Classical.choice, Quot.sound]
'NonorthogonalDensity.density_eq_iff' depends on axioms: [propext, Classical.choice, Quot.sound]
'NonorthogonalDensity.density_unique' depends on axioms: [propext, Classical.choice, Quot.sound]
```
